# Resolvent and Born series of a rank-one contact potential

An impurity on one site of a tight-binding model can be treated by expanding the Green's function in powers of the impurity potential. The expansion can diverge, and the divergence alone does not tell whether the Green's function exists. Take two sites with unit hopping, energy $2$, and an on-site potential of strength $g$ on one site. For $g=-2$ each order after the first is $-4/3$ times the one before, yet the Green's function is finite. For $g=3/2$ all orders from the first on are equal, and the Green's function does not exist, because $2$ has become an eigenvalue. For a rank-one potential in a finite, non-interacting model, at an energy that is not an eigenvalue of the unperturbed Hamiltonian, one complex number decides between convergence, divergence with a finite Green's function, and a pole.

## The model

The site or orbital states are taken to be orthonormal and are labelled by a finite index type `n`; operators are complex matrices over it. An infinite lattice, a boundary value $E+i0$ on a continuous spectrum and a delta potential in the continuum are therefore not covered.

```lean
import Mathlib

open Matrix Filter Topology

namespace ContactPotential

noncomputable section

variable {n : Type*} [Fintype n] [DecidableEq n]
```

A vector $v$ gives the shape of the contact. The operator $P=|v\rangle\langle v|$ has entries $P_{ij}=v_i\bar v_j$, the conjugation being `star`.

```lean
/-- The rank-one operator `|v⟩⟨v|`. -/
def ketBra (v : n → ℂ) : Matrix n n ℂ := vecMulVec v (star v)
```

The potential is $V=gP$ with a complex strength $g$; a non-real $g$ describes absorption or gain. The vector $v$ need not be normalised. For $v\neq0$ and $\hat v=v/\|v\|$, the strength relative to the projector $|\hat v\rangle\langle\hat v|$ is $g\|v\|^2$.

```lean
/-- The contact potential `V = g |v⟩⟨v|` of strength `g`. -/
def contact (g : ℂ) (v : n → ℂ) : Matrix n n ℂ := g • ketBra v
```

Let $H_0$ be the free Hamiltonian, not assumed Hermitian, $z$ a complex energy, $A=z-H_0$, and $G_0$ the free Green's function, with the sign convention $G_0=(z-H_0)^{-1}$. The amplitude to propagate from the contact back to it is $c=\langle v|G_0|v\rangle=\sum_{k,l}\bar v_k (G_0)_{kl}v_l$. The product $gc$ depends only on $V$ and $G_0$, not on how the norm is split between $g$ and $v$.

```lean
/-- The local free Green's function `c = ⟨v|G0|v⟩`. -/
def localG (G0 : Matrix n n ℂ) (v : n → ℂ) : ℂ := star v ⬝ᵥ G0 *ᵥ v
```

With $W=G_0PG_0$, the candidate for the full Green's function is
$$G=G_0+a\,W,\qquad a=\frac{g}{1-gc}.$$

```lean
/-- The dressed Green's function `G0 + g / (1 - g c) · G0 |v⟩⟨v| G0`. -/
def dressed (G0 : Matrix n n ℂ) (g : ℂ) (v : n → ℂ) : Matrix n n ℂ :=
  G0 + (g / (1 - g * localG G0 v)) • (G0 * ketBra v * G0)
```

The Born term $B_k=G_0(VG_0)^k$, for $k=0,1,2,\dots$, collects the paths that scatter $k$ times off $V$ with free propagation in between.

```lean
/-- The term `G0 (V G0)^k` of the Born series, with `k` scatterings off `V`. -/
def bornTerm (G0 V : Matrix n n ℂ) (k : ℕ) : Matrix n n ℂ := G0 * (V * G0) ^ k
```

## Two identities

Between two contacts the propagator reduces to a number:
$$(PG_0P)_{ij}=\sum_{k,l}v_i\bar v_k(G_0)_{kl}v_l\bar v_j=c\,P_{ij}.$$
The proof of `sandwich` writes both sides as double sums, exchanges their order with `Finset.sum_comm`, and compares summands with `ring`.

```lean
omit [DecidableEq n] in
/-- Propagation between two contacts is a number: `|v⟩⟨v| G0 |v⟩⟨v| = c |v⟩⟨v|`. -/
theorem sandwich (G0 : Matrix n n ℂ) (v : n → ℂ) :
    ketBra v * G0 * ketBra v = localG G0 v • ketBra v := by
  ext i j
  simp only [ketBra, localG, Matrix.mul_apply, vecMulVec_apply, Matrix.smul_apply,
    smul_eq_mul, dotProduct, mulVec, Finset.sum_mul, Finset.mul_sum]
  rw [Finset.sum_comm]
  refine Finset.sum_congr rfl fun k _ => Finset.sum_congr rfl fun l _ => ?_
  ring
```

In the same way, for any vector $w$, $(Vw)_i=\sum_k g v_i\bar v_k w_k=g\langle v|w\rangle v_i$.

```lean
omit [DecidableEq n] in
/-- The contact potential maps a state `w` to `g ⟨v|w⟩ v`. -/
theorem contact_mulVec (g : ℂ) (v w : n → ℂ) :
    contact g v *ᵥ w = (g * (star v ⬝ᵥ w)) • v := by
  ext i
  simp only [contact, ketBra, mulVec, dotProduct, Matrix.smul_apply, vecMulVec_apply,
    Pi.smul_apply, smul_eq_mul, Finset.mul_sum, Finset.sum_mul]
  refine Finset.sum_congr rfl fun k _ => ?_
  ring
```

## The inverse for $gc\neq1$

Assume $AG_0=1$. Then $AW=PG_0$, and the sandwich identity gives $PW=c\,PG_0$. Expanding,
$$(A-gP)(G_0+aW)=1+aPG_0-gPG_0-gac\,PG_0=1+\bigl[a(1-gc)-g\bigr]PG_0 .$$
The bracket vanishes when $gc\neq1$. This is the Sherman–Morrison formula for updates of the form $g|v\rangle\langle v|$, with the same vector on both sides.

In `resolvent_contact` the hypothesis `hG` is $AG_0=1$: invertibility of $z-H_0$ is assumed, with $G_0$ supplied as data. The two products are `h1` and `h2`, the vanishing bracket is `ha`, and `linear_combination` checks that the expansion differs from $1$ by `ha` times $PG_0$. A right inverse of a finite square matrix is also a left inverse, so `mul_eq_one_comm` gives $G(A-V)=1$.

```lean
/-- If `G0` inverts `z - H0` and `g c ≠ 1`, the dressed Green's function is a two-sided
inverse of `z - H0 - V`. -/
theorem resolvent_contact (H0 G0 : Matrix n n ℂ) (z g : ℂ) (v : n → ℂ)
    (hG : (z • (1 : Matrix n n ℂ) - H0) * G0 = 1) (h : g * localG G0 v ≠ 1) :
    (z • (1 : Matrix n n ℂ) - H0 - contact g v) * dressed G0 g v = 1 ∧
      dressed G0 g v * (z • (1 : Matrix n n ℂ) - H0 - contact g v) = 1 := by
  have key : (z • (1 : Matrix n n ℂ) - H0 - contact g v) * dressed G0 g v = 1 := by
    generalize z • (1 : Matrix n n ℂ) - H0 = A at hG ⊢
    have h1 : A * (G0 * ketBra v * G0) = ketBra v * G0 := by
      rw [← mul_assoc, ← mul_assoc, hG, one_mul]
    have h2 : ketBra v * (G0 * ketBra v * G0) = localG G0 v • (ketBra v * G0) := by
      rw [← mul_assoc, ← mul_assoc, sandwich, smul_mul_assoc]
    -- the dressed coupling `a` obeys `a (1 - g c) = g`
    have ha : g / (1 - g * localG G0 v) * (1 - g * localG G0 v) = g :=
      div_mul_cancel₀ _ (sub_ne_zero.mpr h.symm)
    unfold dressed contact
    generalize g / (1 - g * localG G0 v) = a at ha ⊢
    simp only [sub_mul, mul_add, mul_smul_comm, smul_mul_assoc, hG, h1, h2]
    linear_combination (norm := module) ha • (ketBra v * G0)
  exact ⟨key, mul_eq_one_comm.mp key⟩
```

At $gc=1$ Lean's division by zero makes `dressed` equal to $G_0$, which is not an inverse of $A-V$, so the hypothesis `h` carries real weight.

## The pole at $gc=1$

Let $gc=1$ and $\psi=G_0v$. If $\psi$ were zero, then $c=\langle v|\psi\rangle=0$ and $gc=0$. Further, $(z-H_0)\psi=v$ and $V\psi=g\langle v|G_0v\rangle v=gc\,v=v$. Subtracting gives $(H_0+V)\psi=z\psi$. The two equations are `h1` and `h2` in `eigenstate_at_pole`, and $\psi$ is left unnormalised.

```lean
/-- If `G0` inverts `z - H0` and `g c = 1`, then `G0 v` is a nonzero eigenvector of `H0 + V`
with eigenvalue `z`. -/
theorem eigenstate_at_pole (H0 G0 : Matrix n n ℂ) (z g : ℂ) (v : n → ℂ)
    (hG : (z • (1 : Matrix n n ℂ) - H0) * G0 = 1) (h : g * localG G0 v = 1) :
    G0 *ᵥ v ≠ 0 ∧ (H0 + contact g v) *ᵥ (G0 *ᵥ v) = z • (G0 *ᵥ v) := by
  constructor
  · intro h0
    rw [localG, h0] at h
    simp at h
  · -- both `(z - H0) ψ` and `V ψ` equal `v`
    have h1 : (z • (1 : Matrix n n ℂ) - H0) *ᵥ (G0 *ᵥ v) = v := by
      rw [mulVec_mulVec, hG, one_mulVec]
    have h2 : contact g v *ᵥ (G0 *ᵥ v) = v := by
      rw [contact_mulVec]
      change (g * localG G0 v) • v = v
      rw [h, one_smul]
    rw [sub_mulVec, Matrix.smul_mulVec, one_mulVec] at h1
    rw [add_mulVec, h2]
    exact (sub_eq_iff_eq_add'.mp h1).symm
```

If $A-V$ had a left inverse $B$ at $gc=1$, then $\psi=B(A-V)\psi=0$, against $\psi\neq0$. Together with the explicit inverse for $gc\ne1$, this shows that $A-V$ is invertible, `IsUnit` in Lean, exactly when $gc\neq1$. For an impurity that changes only one on-site energy of a finite tight-binding model, an energy $z$ outside the spectrum of $H_0$ is thus a level of $H_0+V$ precisely when $gc=1$, with $c$ evaluated at that $z$.

```lean
/-- If `G0` inverts `z - H0`, then `z - H0 - V` is invertible exactly when `g c ≠ 1`. -/
theorem isUnit_iff (H0 G0 : Matrix n n ℂ) (z g : ℂ) (v : n → ℂ)
    (hG : (z • (1 : Matrix n n ℂ) - H0) * G0 = 1) :
    IsUnit (z • (1 : Matrix n n ℂ) - H0 - contact g v) ↔ g * localG G0 v ≠ 1 := by
  constructor
  · intro hu h
    obtain ⟨h0, he⟩ := eigenstate_at_pole H0 G0 z g v hG h
    obtain ⟨B, hB⟩ := hu.exists_left_inv
    have hk : (z • (1 : Matrix n n ℂ) - H0 - contact g v) *ᵥ (G0 *ᵥ v) = 0 := by
      rw [sub_sub, sub_mulVec, he, Matrix.smul_mulVec, one_mulVec, sub_self]
    apply h0
    rw [← one_mulVec (G0 *ᵥ v), ← hB, ← mulVec_mulVec, hk, mulVec_zero]
  · intro h
    obtain ⟨h1, h2⟩ := resolvent_contact H0 G0 z g v hG h
    exact ⟨⟨_, _, h1, h2⟩, rfl⟩
```

Without `hG` the equivalence fails already for one site. With $H_0=0$, $z=0$, $G_0=1$, $v=1$ and $g=1$, the product $gc$ equals $1$, while $z-H_0-V=-1$ is invertible. Here $z$ is an eigenvalue of $H_0$, no free Green's function exists, and the theorems that assume `hG` say nothing about such energies.

## Summing the Born series

The first-order term is $B_1=gW$. One more scattering multiplies by $VG_0=gPG_0$ on the right, and $WPG_0=G_0(PG_0P)G_0=cW$. By induction,
$$B_{k+1}=g\,(gc)^k\,W .$$
In `bornTerm_succ`, `hstep` splits off the last factor $VG_0$ and `h` is the identity $WPG_0=cW$.

```lean
/-- The Born term with `k + 1` scatterings equals `g (g c)^k · G0 |v⟩⟨v| G0`. -/
theorem bornTerm_succ (G0 : Matrix n n ℂ) (g : ℂ) (v : n → ℂ) (k : ℕ) :
    bornTerm G0 (contact g v) (k + 1)
      = (g * (g * localG G0 v) ^ k) • (G0 * ketBra v * G0) := by
  induction k with
  | zero => simp [bornTerm, contact, mul_assoc]
  | succ k ih =>
    have hstep : bornTerm G0 (contact g v) (k + 1 + 1)
        = bornTerm G0 (contact g v) (k + 1) * (contact g v * G0) := by
      unfold bornTerm
      rw [pow_succ _ (k + 1), ← mul_assoc]
    -- appending `|v⟩⟨v| G0` on the right multiplies `G0 |v⟩⟨v| G0` by `c`
    have h : G0 * ketBra v * G0 * (ketBra v * G0) = localG G0 v • (G0 * ketBra v * G0) := by
      calc G0 * ketBra v * G0 * (ketBra v * G0)
          = G0 * (ketBra v * G0 * ketBra v) * G0 := by simp only [mul_assoc]
        _ = _ := by rw [sandwich, mul_smul_comm, smul_mul_assoc]
    rw [hstep, ih]
    simp only [contact, smul_mul_assoc, mul_smul_comm, h, smul_smul]
    congr 1
    ring
```

The matrix series is now a scalar geometric series times the fixed matrix $W$. For $|gc|<1$,
$$\sum_{k\ge0}B_k=G_0+g\sum_{k\ge0}(gc)^k\,W=G_0+\frac{g}{1-gc}W=G .$$
Lean's `‖g * localG G0 v‖` is the modulus $|gc|$. `HasSum` is unconditional convergence in the entrywise topology on matrices, so no matrix norm enters, and the condition involves the number $gc$, not a norm of $VG_0$. In the proof `hs` is the scalar series times $gW$, `e` computes $G-B_0$, and `hasSum_nat_add_iff' 1` shifts the index past $B_0$. The theorem has no $H_0$ or $z$: it holds for an arbitrary matrix $G_0$.

```lean
/-- For `|g c| < 1` the Born series sums to the dressed Green's function. -/
theorem born_hasSum (G0 : Matrix n n ℂ) (g : ℂ) (v : n → ℂ) (h : ‖g * localG G0 v‖ < 1) :
    HasSum (bornTerm G0 (contact g v)) (dressed G0 g v) := by
  have hs := ((hasSum_geometric_of_norm_lt_one h).mul_left g).smul_const (G0 * ketBra v * G0)
  have e : dressed G0 g v - ∑ i ∈ Finset.range 1, bornTerm G0 (contact g v) i
      = (g * (1 - g * localG G0 v)⁻¹) • (G0 * ketBra v * G0) := by
    simp [dressed, bornTerm, div_eq_mul_inv]
  refine (hasSum_nat_add_iff' 1).mp ?_
  rw [e]
  simp only [bornTerm_succ]
  exact hs
```

For the converse, $v$ satisfies $VG_0v=gc\,v$, hence $(VG_0)^kv=(gc)^kv$ and
$$\langle v|B_k|v\rangle=(gc)^k c .$$
Suppose $|gc|\ge1$ and the series is summable. Then $B_k\to0$, and by continuity of $M\mapsto|\langle v|M|v\rangle|$ in the matrix $M$, $|(gc)^kc|\to0$. Each of these numbers is at least $|c|$, so $c=0$, which contradicts $|gc|\ge1$. The steps are `h1`, `hp`, `hv`, the continuity `hc`, the limit `ht` and the comparison `hle`. The theorem `born_summable_iff` includes the whole circle $|gc|=1$ in the non-summable case, although under `hG` the inverse of $A-V$ is missing only at the point $gc=1$.

```lean
/-- The Born series of the contact potential is summable if and only if `|g c| < 1`. -/
theorem born_summable_iff (G0 : Matrix n n ℂ) (g : ℂ) (v : n → ℂ) :
    Summable (bornTerm G0 (contact g v)) ↔ ‖g * localG G0 v‖ < 1 := by
  refine ⟨fun hs => ?_, fun h => (born_hasSum G0 g v h).summable⟩
  by_contra hge
  have hge' : 1 ≤ ‖g * localG G0 v‖ := not_lt.mp hge
  have h1 : (contact g v * G0) *ᵥ v = (g * localG G0 v) • v := by
    rw [← mulVec_mulVec, contact_mulVec]
    rfl
  have hp : ∀ k : ℕ, (contact g v * G0) ^ k *ᵥ v = (g * localG G0 v) ^ k • v := by
    intro k
    induction k with
    | zero => simp
    | succ k ih =>
      rw [pow_succ, ← mulVec_mulVec, h1, mulVec_smul, ih, smul_smul, pow_succ']
  -- the expectation value of the `k`-th term in `v` is `(g c)^k c`
  have hv : ∀ k : ℕ, star v ⬝ᵥ bornTerm G0 (contact g v) k *ᵥ v
      = (g * localG G0 v) ^ k * localG G0 v := by
    intro k
    rw [bornTerm, ← mulVec_mulVec, hp, mulVec_smul, dotProduct_smul, smul_eq_mul]
    rfl
  have hc : Continuous fun M : Matrix n n ℂ => ‖star v ⬝ᵥ M *ᵥ v‖ := by
    refine Continuous.norm ?_
    exact continuous_const.dotProduct (continuous_id.matrix_mulVec continuous_const)
  have ht := (hc.tendsto 0).comp hs.tendsto_atTop_zero
  have hle := ge_of_tendsto' (b := ‖localG G0 v‖) ht (fun k => by
    simp only [Function.comp, hv]
    rw [norm_mul, norm_pow]
    exact le_mul_of_one_le_left (norm_nonneg _) (one_le_pow₀ hge'))
  have h0 : localG G0 v = 0 := by simpa using hle
  rw [h0] at hge'
  norm_num at hge'
```

Finally, $|gc|<1$ excludes $gc=1$. Under `hG` the matrix $z-H_0-V$ is then invertible, its inverse is $G$, and the Born series sums to that inverse. The proof of `born_series_resolvent` identifies Mathlib's matrix inverse with `dressed` through `inv_eq_right_inv` and then quotes the earlier theorems.

```lean
/-- If `G0` inverts `z - H0` and `|g c| < 1`, then `z - H0 - V` is invertible, its inverse is
the dressed Green's function, and the Born series sums to this inverse. -/
theorem born_series_resolvent (H0 G0 : Matrix n n ℂ) (z g : ℂ) (v : n → ℂ)
    (hG : (z • (1 : Matrix n n ℂ) - H0) * G0 = 1) (h : ‖g * localG G0 v‖ < 1) :
    IsUnit (z • (1 : Matrix n n ℂ) - H0 - contact g v) ∧
      (z • (1 : Matrix n n ℂ) - H0 - contact g v)⁻¹ = dressed G0 g v ∧
      HasSum (bornTerm G0 (contact g v)) (z • (1 : Matrix n n ℂ) - H0 - contact g v)⁻¹ := by
  have hne : g * localG G0 v ≠ 1 := by
    intro e
    rw [e] at h
    simp at h
  have hi := inv_eq_right_inv (resolvent_contact H0 G0 z g v hG hne).1
  refine ⟨(isUnit_iff H0 G0 z g v hG).mpr hne, hi, ?_⟩
  rw [hi]
  exact born_hasSum G0 g v h
```

## Two sites

The sites are $0$ and $1$, as in `Fin 2`. With
$$H_0=\begin{pmatrix}0&1\\1&0\end{pmatrix},\quad z=2,\quad G_0=\frac13\begin{pmatrix}2&1\\1&2\end{pmatrix},\quad v=\begin{pmatrix}1\\0\end{pmatrix},$$
one finds $c=(G_0)_{00}=2/3$. The theorem `contact_witness` states three things: $(z-H_0)G_0=1$, $|gc|<1$ for $g=1$, and $gc=1$ for $g=3/2$. These are the hypotheses of `born_series_resolvent` and of `eigenstate_at_pole`.

```lean
/-- Two sites with unit hopping, `z = 2` and the contact on the first site: the given `G0`
inverts `z - H0`, `g = 1` has `|g c| < 1`, and `g = 3/2` has `g c = 1`. -/
theorem contact_witness :
    ((2 : ℂ) • (1 : Matrix (Fin 2) (Fin 2) ℂ) - !![0, 1; 1, 0]) * !![2/3, 1/3; 1/3, 2/3] = 1 ∧
      ‖1 * localG !![2/3, 1/3; 1/3, 2/3] ![1, 0]‖ < 1 ∧
      3/2 * localG !![2/3, 1/3; 1/3, 2/3] ![1, 0] = 1 := by
  have hc : localG !![2/3, 1/3; 1/3, 2/3] ![1, 0] = 2/3 := by
    simp [localG, dotProduct, mulVec, Fin.sum_univ_two]
  have e : (2 : ℂ) • (1 : Matrix (Fin 2) (Fin 2) ℂ) - !![0, 1; 1, 0] = !![2, -1; -1, 2] := by
    ext i j
    fin_cases i <;> fin_cases j <;> simp
  rw [hc, e]
  refine ⟨?_, by norm_num, by norm_num⟩
  ext i j
  fin_cases i <;> fin_cases j <;> simp [Matrix.mul_apply, Fin.sum_univ_two] <;> norm_num

end

end ContactPotential
```

```lean
#print axioms ContactPotential.born_summable_iff
-- 'ContactPotential.born_summable_iff' depends on axioms: [propext, Classical.choice, Quot.sound]
#print axioms ContactPotential.born_series_resolvent
-- 'ContactPotential.born_series_resolvent' depends on axioms: [propext, Classical.choice, Quot.sound]
```

For $g=1$ the coefficient is $a=3$ and $G=\begin{pmatrix}2&1\\1&1\end{pmatrix}$. For $g=3/2$ the eigenvector is $\psi=(2/3,1/3)$, or $(2,1)/\sqrt5$ after normalisation. For $g=-2$, where $gc=-4/3$ violates $|gc|<1$, the series is not summable while $a=-6/7$ gives $G=\frac17\begin{pmatrix}2&1\\1&4\end{pmatrix}$. These values and the one-site example are plain arithmetic from the formulas and were not run through Lean; the remarks on calculations below are not formalised either.

## In a calculation

When $v$ is the basis vector of a site $s$, the formula reads
$$G_{ij}=(G_0)_{ij}+a\,(G_0)_{is}(G_0)_{sj},\qquad c=(G_0)_{ss}.$$
For $N$ sites this is an outer product of one column and one row of $G_0$, of order $N^2$ operations against order $N^3$ for a fresh dense inversion, and a scan over $g$ at fixed $z$ reuses the same $G_0$. If $G_0$ is not stored, a program can solve $Ax=v$ once and set $c=v^\dagger x$. To apply $G$ to a vector $b$ it then solves $Au=b$ and forms $Gb=u+a\,(v^\dagger u)\,x$, because $\langle v|G_0|b\rangle=v^\dagger u$. The row $\langle v|G_0$ differs in general from $x^\dagger$ when $z$ is not real or $H_0$ is not Hermitian, so $x^\dagger b$ cannot in general replace $v^\dagger u$. In floating point the exact condition $gc\neq1$ becomes a test on the size of $|1-gc|$, since a small value amplifies the rounding error of $c$ in $a$.
